Level shifting of a linearised orbital-rotation mode: equivalence to linear mixing and the convergence condition

Take one orbital-rotation amplitude x, measured from its stationary value, in a model linear in x with orbital-energy gap 1 and response kernel 2; gap, kernel and shift are in the same energy unit. The plain self-consistent-field (SCF) step sends x to −2x and diverges. A level shift b replaces the factor −2 by (b − 2)/(1 + b), which is −1 at b = 1/2, −1/2 at b = 1, 0 at b = 2 and 97/100 at b = 99. The iteration converges once b exceeds 1/2 and becomes slow for large b.

```lean
import Mathlib

open Filter Topology Matrix

namespace LevelShifting

noncomputable section
```

In general x is measured from a reference point that need not be stationary; the gap is D, the kernel k, and g is the orbital gradient at x = 0, all real. The gradient is normalised as the occupied–virtual Fock element, which is the derivative of the energy along the mode up to a positive constant factor. It is taken as exactly linear, g + (D + k)x, so D + k is the curvature of the energy along the mode up to the same factor. This linearisation is assumed through the definitions and not derived from a Fock operator. The plain step evaluates the response kx at the old amplitude and solves g + kx + Dx′ = 0 for the new amplitude x′:

x′ = −(g + kx)/D

```lean
/-- Plain linearised SCF step for a rotation amplitude `x` with gap `D`, kernel `k` and
gradient `g` at `x = 0`. -/
def plainStep (D k g x : ℝ) : ℝ := -(g + k * x) / D
```

The shifted step divides the gradient by the widened gap:

x′ = x − (g + (D + k)x)/(D + b)

```lean
/-- Level-shifted step: the orbital gradient `g + (D + k) x` is divided by the shifted gap
`D + b` and subtracted from the amplitude. -/
def levelShiftStep (D k b g x : ℝ) : ℝ := x - (g + (D + k) * x) / (D + b)
```

In an SCF code working in an orthonormal basis, b(1 − P) is added to the Fock matrix before diagonalisation, with P the projector on the current occupied orbitals; to first order in the occupied–virtual Fock element, the resulting rotation has this widened denominator. Linear mixing of a map F with weight a is (1 − a)x + aF(x), and the factor under study is λ = (b − k)/(D + b).

```lean
/-- Linear mixing of a map `F` with weight `a`. -/
def linearMix (a : ℝ) (F : ℝ → ℝ) (x : ℝ) : ℝ := (1 - a) * x + a * F x

/-- The factor `(b - k) / (D + b)` of a mode with gap `D`, kernel `k` and shift `b`. -/
def shiftFactor (D k b : ℝ) : ℝ := (b - k) / (D + b)
```

For finitely many modes indexed by i, with gaps D_i, gradients g_i and any real kernel matrix K, the term kx becomes (Kx)_i, written `(K *ᵥ x) i`.

```lean
/-- Level-shifted step for modes with gaps `D i` coupled by a kernel matrix `K`. -/
def coupledShiftStep {n : Type*} [Fintype n] (D : n → ℝ) (K : Matrix n n ℝ) (b : ℝ)
    (g x : n → ℝ) : n → ℝ :=
  fun i => x i - (g i + D i * x i + (K *ᵥ x) i) / (D i + b)

/-- Plain SCF step for modes with gaps `D i` coupled by a kernel matrix `K`. -/
def coupledPlainStep {n : Type*} [Fintype n] (D : n → ℝ) (K : Matrix n n ℝ)
    (g x : n → ℝ) : n → ℝ :=
  fun i => -(g i + (K *ᵥ x) i) / D i
```

Let D > 0, b ≥ 0 and a = D/(D + b), so that 0 < a ≤ 1 and 1 − a = b/(D + b). Mixing the plain step gives

bx/(D + b) − (g + kx)/(D + b) = ((b − k)x − g)/(D + b)

and the shifted step over its common denominator is ((D + b)x − g − (D + k)x)/(D + b), the same expression. The equality is one of maps: `funext x` fixes a point, `field_simp` clears D and D + b, and `ring` compares polynomials.

```lean
/-- The level-shifted step is linear mixing of the plain step with weight `a = D / (D + b)`,
and `0 < a ≤ 1`. -/
theorem levelShiftStep_eq_linearMix {D b : ℝ} (k g : ℝ) (hD : 0 < D) (hb : 0 ≤ b) :
    levelShiftStep D k b g = linearMix (D / (D + b)) (plainStep D k g) ∧
      0 < D / (D + b) ∧ D / (D + b) ≤ 1 := by
  have hDb : 0 < D + b := by linarith
  refine ⟨?_, div_pos hD hDb, (div_le_one hDb).mpr (by linarith)⟩
  have h1 : D ≠ 0 := hD.ne'
  have h2 : D + b ≠ 0 := hDb.ne'
  funext x
  simp only [levelShiftStep, linearMix, plainStep]
  field_simp
  ring
```

For D_i > 0 and b ≥ 0 the same algebra holds in component i of the coupled problem, with weight D_i/(D_i + b). The weights depend on the mode, and no convergence statement is made for coupled modes.

```lean
/-- For coupled modes, each component of the level-shifted step mixes the old amplitude and
the plain step with the mode-dependent weight `D i / (D i + b)`. -/
theorem coupledShiftStep_eq_mix {n : Type*} [Fintype n] {D : n → ℝ} {b : ℝ}
    (K : Matrix n n ℝ) (g x : n → ℝ) (i : n) (hD : 0 < D i) (hb : 0 ≤ b) :
    coupledShiftStep D K b g x i =
      (1 - D i / (D i + b)) * x i + D i / (D i + b) * coupledPlainStep D K g x i := by
  have h1 : D i ≠ 0 := hD.ne'
  have h2 : D i + b ≠ 0 := by linarith
  simp only [coupledShiftStep, coupledPlainStep]
  field_simp
  ring
```

Let xs be a point of zero gradient, so g = −(D + k)xs; its existence is the hypothesis `hxs`. For any amplitude y with image y′,

y′ − xs = (y − xs)(1 − (D + k)/(D + b)) = λ(y − xs)

This is `hstep`. Induction on the step count n gives the deviation λⁿ(x − xs) from a start x, and only D + b ≠ 0 is needed.

```lean
/-- After `n` level-shifted steps the deviation from a point `xs` of zero gradient is
multiplied by the `n`-th power of `(b - k) / (D + b)`. -/
theorem iterate_sub_stationary {D k b g xs : ℝ} (hDb : D + b ≠ 0)
    (hxs : g + (D + k) * xs = 0) (n : ℕ) (x : ℝ) :
    (levelShiftStep D k b g)^[n] x - xs = shiftFactor D k b ^ n * (x - xs) := by
  have hg : g = -((D + k) * xs) := by linarith
  -- one step multiplies the deviation by the factor
  have hstep : ∀ y, levelShiftStep D k b g y - xs = shiftFactor D k b * (y - xs) := by
    intro y
    simp only [levelShiftStep, shiftFactor, hg]
    field_simp
    ring
  induction n with
  | zero => simp
  | succ n ih =>
    rw [Function.iterate_succ_apply', hstep, ih]
    ring
```

For D + b > 0, multiply −1 < λ < 1 by the denominator:

−(D + b) < b − k ⇔ b > (k − D)/2

b − k < D + b ⇔ D + k > 0

The rewrites `lt_div_iff₀` and `div_lt_one` perform the multiplication and `linarith` rearranges. The second condition contains no b: at negative curvature no admissible shift brings |λ| below 1. The sign of the denominator matters. With D = 1, k = −4, b = −3 the factor is −1/2 although D + k = −3, so the equivalence fails there.

```lean
/-- For a positive shifted gap the factor has modulus below one exactly when `D + k > 0`
and `b > (k - D) / 2`. -/
theorem abs_shiftFactor_lt_one_iff {D b : ℝ} (k : ℝ) (hDb : 0 < D + b) :
    |shiftFactor D k b| < 1 ↔ 0 < D + k ∧ (k - D) / 2 < b := by
  -- clear the positive denominator in `-1 < factor < 1`
  rw [shiftFactor, abs_lt, lt_div_iff₀ hDb, div_lt_one hDb]
  constructor
  · rintro ⟨h1, h2⟩
    constructor <;> linarith
  · rintro ⟨h1, h2⟩
    constructor <;> linarith
```

For b > −D one has λ = 1 − (D + k)/(D + b), and the fraction tends to 0 as b → ∞, whatever the signs of D and k. The technique is reusable: prove the limit for the convenient form, then transfer it with `h2.congr'`, where `filter_upwards [eventually_gt_atTop (-D)]` supplies the inequality that makes the two forms agree for all large b.

```lean
/-- The factor tends to one as the shift grows without bound. -/
theorem shiftFactor_tendsto_one (D k : ℝ) :
    Tendsto (fun b => shiftFactor D k b) atTop (𝓝 1) := by
  have h1 : Tendsto (fun b : ℝ => (D + k) / (D + b)) atTop (𝓝 0) :=
    tendsto_const_nhds.div_atTop (tendsto_atTop_add_const_left _ D tendsto_id)
  have h2 : Tendsto (fun b : ℝ => 1 - (D + k) / (D + b)) atTop (𝓝 (1 - 0)) :=
    tendsto_const_nhds.sub h1
  rw [sub_zero] at h2
  -- for large `b` the factor is `1 - (D + k) / (D + b)`
  refine h2.congr' ?_
  filter_upwards [eventually_gt_atTop (-D)] with b hb
  have h3 : D + b ≠ 0 := by linarith
  simp only [shiftFactor]
  field_simp
  ring
```

The main theorem takes D > 0, b ≥ 0 and any real k. It states that λ = (1 − a) + a(−k/D), the mixed form of the plain factor −k/D; that |λ| < 1 exactly when D + k > 0 and b > (k − D)/2; and that λ → 1 along a separate variable `b'` sent to infinity. The first part follows from

b/(D + b) − k/(D + b) = λ

and the other two are the preceding theorems.

```lean
/-- For gap `D > 0` and shift `b ≥ 0` the factor `(b - k) / (D + b)` equals that of linear
mixing of `-k / D` with weight `D / (D + b)` and has modulus below one iff `D + k > 0` and
`b > (k - D) / 2`; it tends to one as the shift grows. -/
theorem level_shift_factor {D b : ℝ} (k : ℝ) (hD : 0 < D) (hb : 0 ≤ b) :
    shiftFactor D k b = (1 - D / (D + b)) + D / (D + b) * (-k / D) ∧
      (|shiftFactor D k b| < 1 ↔ 0 < D + k ∧ (k - D) / 2 < b) ∧
      Tendsto (fun b' => shiftFactor D k b') atTop (𝓝 1) := by
  have hDb : 0 < D + b := by linarith
  refine ⟨?_, abs_shiftFactor_lt_one_iff k hDb, shiftFactor_tendsto_one D k⟩
  have h1 : D ≠ 0 := hD.ne'
  have h2 : D + b ≠ 0 := hDb.ne'
  simp only [shiftFactor]
  field_simp
  ring
```

Under the same sign hypotheses the iterates tend to xs from every start exactly when the two conditions hold. If they converge from x = xs + 1, the deviation λⁿ tends to 0, and `tendsto_pow_atTop_nhds_zero_iff` turns this into |λ| < 1. Conversely |λ| < 1 gives λⁿ(x − xs) + xs → xs for each x.

```lean
/-- The level-shifted iteration converges to a point `xs` of zero gradient from every
starting amplitude exactly when `D + k > 0` and `b > (k - D) / 2`. -/
theorem levelShift_converges_iff {D k b g xs : ℝ} (hD : 0 < D) (hb : 0 ≤ b)
    (hxs : g + (D + k) * xs = 0) :
    (∀ x, Tendsto (fun n => (levelShiftStep D k b g)^[n] x) atTop (𝓝 xs)) ↔
      0 < D + k ∧ (k - D) / 2 < b := by
  have hDb : 0 < D + b := by linarith
  have hit := iterate_sub_stationary (k := k) hDb.ne' hxs
  rw [← abs_shiftFactor_lt_one_iff k hDb]
  constructor
  · -- start one unit away from the stationary point: the deviation is `factor ^ n`
    intro h
    have h0 := (h (xs + 1)).sub_const xs
    simp only [hit, add_sub_cancel_left, mul_one, sub_self] at h0
    exact tendsto_pow_atTop_nhds_zero_iff.mp h0
  · intro h x
    have h0 :=
      ((tendsto_pow_atTop_nhds_zero_of_abs_lt_one h).mul_const (x - xs)).add_const xs
    rw [zero_mul, zero_add] at h0
    refine h0.congr fun n => ?_
    linarith [hit n x]
```

For finitely many decoupled modes with gaps D_i > 0 and kernels k_i (here `n` is the index type), a common b ≥ 0 with every factor below 1 in modulus exists exactly when all D_i + k_i > 0. Necessity is the curvature condition mode by mode. For sufficiency take b = Σ_j |k_j| ≥ 0, for which

2b ≥ b ≥ |k_i| ≥ k_i > k_i − D_i

Finiteness is needed: for D_i = 1 and k_i = i over all natural numbers the thresholds (i − 1)/2 are unbounded. The numerical cases and the Fock-matrix reading are illustrations that Lean has not checked. For Hartree–Fock or Kohn–Sham SCF, within a linearised model of independent real modes, a shift b > (k_i − D_i)/2 restores convergence of a mode with k_i ≥ D_i, on which the plain step fails to converge (the factor stays negative until b reaches k_i), while the error of mode i is multiplied by 1 − (D_i + k_i)/(D_i + b) per step, close to 1 when the shift is large.

```lean
/-- For finitely many modes with positive gaps, a common shift `b ≥ 0` that brings every
factor below one in modulus exists exactly when `D i + k i > 0` for every mode. -/
theorem exists_common_shift_iff {n : Type*} [Fintype n] (D k : n → ℝ) (hD : ∀ i, 0 < D i) :
    (∃ b, 0 ≤ b ∧ ∀ i, |shiftFactor (D i) (k i) b| < 1) ↔ ∀ i, 0 < D i + k i := by
  constructor
  · rintro ⟨b, hb, h⟩ i
    exact ((abs_shiftFactor_lt_one_iff (k i) (by linarith [hD i])).mp (h i)).1
  · -- the shift `∑ |k j|` exceeds every threshold `(k i - D i) / 2`
    intro h
    have hb : 0 ≤ ∑ j, |k j| := Finset.sum_nonneg fun j _ => abs_nonneg (k j)
    refine ⟨∑ j, |k j|, hb, fun i => ?_⟩
    have hle : |k i| ≤ ∑ j, |k j| :=
      Finset.single_le_sum (f := fun j => |k j|) (fun j _ => abs_nonneg (k j))
        (Finset.mem_univ i)
    refine (abs_shiftFactor_lt_one_iff (k i) (by linarith [hD i])).mpr ⟨h i, ?_⟩
    linarith [le_abs_self (k i), hD i]

end

end LevelShifting
```

```lean
#print axioms LevelShifting.levelShiftStep_eq_linearMix
#print axioms LevelShifting.level_shift_factor
#print axioms LevelShifting.levelShift_converges_iff
#print axioms LevelShifting.exists_common_shift_iff
```

```
'LevelShifting.levelShiftStep_eq_linearMix' depends on axioms: [propext, Classical.choice, Quot.sound]
'LevelShifting.level_shift_factor' depends on axioms: [propext, Classical.choice, Quot.sound]
'LevelShifting.levelShift_converges_iff' depends on axioms: [propext, Classical.choice, Quot.sound]
'LevelShifting.exists_common_shift_iff' depends on axioms: [propext, Classical.choice, Quot.sound]
```
